# The only singlet of three spins 1 is the Levi-Civita tensor, up to a factor

## The zero-spin block of an exchange triangle

The energies of three spins 1 coupled by isotropic exchange can be found one total spin at a time. For total spin zero there is nothing left to diagonalise. The block contains a single state, known in closed form, and with the Hamiltonian

\[
H = J_{01}\,\mathbf S^{(0)}\!\cdot\mathbf S^{(1)} + J_{12}\,\mathbf S^{(1)}\!\cdot\mathbf S^{(2)} + J_{02}\,\mathbf S^{(0)}\!\cdot\mathbf S^{(2)}
\]

its energy is \(-(J_{01}+J_{12}+J_{02})\), whatever the three couplings are. Here \(\mathbf S^{(n)}\) is the spin on site \(n\), and \(\hbar=1\). The Hamiltonian does not appear in the Lean code. The energy follows by linearity from the value \(-1\) of each scalar product, which is proved there.

For exact diagonalisation of such a three-site model, this gives a known eigenvector and eigenvalue to compare with. That a given magnetic trimer is described by three localised spins 1 is a physical assumption that the theorems leave open.

## States, operators and the two theorems

Sites and Cartesian components are both numbered 0, 1, 2, as in Lean. A state is a complex tensor \(T_{abc}\), the amplitude for site 0 in the Cartesian state \(a\), site 1 in \(b\) and site 2 in \(c\). This is the type `Tensor`. It includes the zero tensor and imposes no normalisation.

The Levi-Civita symbol \(\epsilon_{abc}\) is stored as an integer table `levi`, and `eps` is the same table with complex values. Its squared norm is 6, so the normalised singlet is \(\epsilon/\sqrt6\), with six nonzero amplitudes \(\pm1/\sqrt6\).

The matrix `S k` is component \(k\) of one spin,

\[
(S_k)_{ij} = -i\,\epsilon_{kij}.
\]

The linear map `act n A` applies the matrix \(A\) to the index of site \(n\), so `act n (S k)` is \(S^{(n)}_k\). Then `totalSpin k` is \(\sum_n S^{(n)}_k\), and `spinDot m n` is \(\mathbf S^{(m)}\!\cdot\mathbf S^{(n)}=\sum_k S^{(m)}_kS^{(n)}_k\). In the comments of the code, \(S_m\cdot S_n\) has site labels as subscripts and means `spinDot m n`.

The theorem `singlet_iff_eps` has two parts:

- All three components of the total spin annihilate \(T\) if and only if \(T=r\epsilon\) for some complex \(r\).
- For every \(r\) and any two different sites, \(\mathbf S^{(m)}\!\cdot\mathbf S^{(n)}\) sends \(r\epsilon\) to \(-r\epsilon\).

The theorem `singlet_iff_pairs` characterises the same tensors by two pair equations: \(T\) is annihilated by the total spin if and only if \(\mathbf S^{(0)}\!\cdot\mathbf S^{(1)}T=-T\) and \(\mathbf S^{(1)}\!\cdot\mathbf S^{(2)}T=-T\).

Both statements concern exactly three spins with quantum number 1, in the Cartesian basis.

## Each pair has the value −1

The square of one spin is

\[
\sum_k (S_kS_k)_{ij} = -\sum_{k,l}\epsilon_{kil}\epsilon_{klj} = \sum_{k,l}\epsilon_{kil}\epsilon_{kjl} = 2\delta_{ij}.
\]

Let \(T\) be annihilated by the total spin, and let \(m,n,p\) be the three sites in any order. Then \(S^{(p)}_kT=-(S^{(m)}_k+S^{(n)}_k)T\). Apply \(S^{(p)}_k\) again and move it past the operators on the other sites, with which it commutes:

\[
\begin{aligned}
S^{(p)}_kS^{(p)}_kT &= -(S^{(m)}_k+S^{(n)}_k)\,S^{(p)}_kT = (S^{(m)}_k+S^{(n)}_k)^2T\\
&= S^{(m)}_kS^{(m)}_kT+S^{(n)}_kS^{(n)}_kT+2S^{(m)}_kS^{(n)}_kT.
\end{aligned}
\]

Summing over \(k\) gives \(2T=2T+2T+2\,\mathbf S^{(m)}\!\cdot\mathbf S^{(n)}T\), hence \(\mathbf S^{(m)}\!\cdot\mathbf S^{(n)}T=-T\).

## The value −1 means antisymmetry

Fix the index of the third site and write the remaining two-index tensor as \(M_{xy}\). The contraction

\[
\sum_k\epsilon_{kax}\epsilon_{kby}=\delta_{ab}\delta_{xy}-\delta_{ay}\delta_{xb}
\]

and the factor \((-i)^2=-1\) give

\[
\sum_{k,x,y}(S_k)_{ax}(S_k)_{by}M_{xy}=M_{ba}-\delta_{ab}\sum_xM_{xx}.
\]

The factor \((-i)^2\) is easily lost here. Without it, the value \(-1\) would select symmetric traceless tensors instead of antisymmetric ones.

If the left side equals \(-M_{ab}\), set \(a=b\) and sum. With \(t=\sum_xM_{xx}\) this reads \(t-3t=-t\), so \(t=0\). What remains is \(M_{ba}=-M_{ab}\).

## Two antisymmetric pairs leave one number

The two pair equations therefore give \(T_{bac}=-T_{abc}\) and \(T_{acb}=-T_{abc}\). Hence \(T_{aac}=0\) and \(T_{acc}=0\), and also \(T_{aba}=-T_{aab}=0\). The other components follow from \(T_{012}\) by exchanging neighbours:

\[
\begin{aligned}
T_{021}&=-T_{012}, & T_{102}&=-T_{012}, & T_{120}&=-T_{102}=T_{012},\\
T_{201}&=-T_{021}=T_{012}, & T_{210}&=-T_{120}=-T_{012}.
\end{aligned}
\]

So \(T=T_{012}\,\epsilon\).

One pair equation is not enough. Take \(T_{010}=1\), \(T_{100}=-1\) and all other components zero. This tensor is antisymmetric in its first two indices, so \(\mathbf S^{(0)}\!\cdot\mathbf S^{(1)}T=-T\). It is not a multiple of \(\epsilon\), because \(\epsilon_{010}=0\), and so it is not a singlet: sites 0 and 1 are coupled to spin 1, and nothing ties site 2 to them.

## The total spin annihilates the Levi-Civita tensor

Component \(k\) of the total spin sends \(\epsilon\) to

\[
-i\sum_x\left(\epsilon_{kax}\epsilon_{xbc}+\epsilon_{kbx}\epsilon_{axc}+\epsilon_{kcx}\epsilon_{abx}\right).
\]

The three contractions are

\[
\delta_{kb}\delta_{ac}-\delta_{kc}\delta_{ab},\qquad
\delta_{kc}\delta_{ab}-\delta_{ka}\delta_{bc},\qquad
\delta_{ka}\delta_{bc}-\delta_{kb}\delta_{ac},
\]

and they add to zero. By linearity the same holds for \(r\epsilon\). Every multiple of \(\epsilon\) is thus a singlet, and the squaring argument gives the value \(-1\) for each pair on it. The same fact completes the converse for the pair equations, since they force \(T\) to be such a multiple.

## The Lean file

```lean
import Mathlib

open Complex

namespace ThreeSpinOneSinglet

noncomputable section

/-- States of three spins 1 in the Cartesian basis: complex tensors with three indices. -/
abbrev Tensor := Fin 3 → Fin 3 → Fin 3 → ℂ

/-- The Levi-Civita symbol as a table of integers. -/
def levi : Fin 3 → Fin 3 → Fin 3 → ℤ :=
  ![![![0, 0, 0], ![0, 0, 1], ![0, -1, 0]],
    ![![0, 0, -1], ![0, 0, 0], ![1, 0, 0]],
    ![![0, 1, 0], ![-1, 0, 0], ![0, 0, 0]]]

/-- The Levi-Civita tensor as a state of three spins 1. -/
def eps : Tensor := fun a b c => (levi a b c : ℂ)

/-- The spin-1 matrices in the Cartesian basis, `(S_k)_ij = -i eps_kij`. -/
def S (k : Fin 3) : Matrix (Fin 3) (Fin 3) ℂ :=
  Matrix.of fun i j => -I * eps k i j

/-- The one-particle operator `A` acting on the `n`-th spin, that is, on the `n`-th index. -/
def act (n : Fin 3) (A : Matrix (Fin 3) (Fin 3) ℂ) : Tensor →ₗ[ℂ] Tensor where
  toFun T := fun a b c =>
    ![∑ x, A a x * T x b c, ∑ x, A b x * T a x c, ∑ x, A c x * T a b x] n
  map_add' T U := by
    funext a b c
    fin_cases n <;> simp [mul_add, Finset.sum_add_distrib]
  map_smul' r T := by
    funext a b c
    fin_cases n <;> simp [Fin.sum_univ_three] <;> ring

/-- The `k`-th component of the total spin applied to a state. -/
def totalSpin (k : Fin 3) (T : Tensor) : Tensor := ∑ n, act n (S k) T

/-- The scalar product `S_m · S_n` of two of the spins applied to a state. -/
def spinDot (m n : Fin 3) (T : Tensor) : Tensor := ∑ k, act m (S k) (act n (S k) T)

/-- Operators acting on different spins commute. -/
theorem act_comm {m n : Fin 3} (hmn : m ≠ n) (A B : Matrix (Fin 3) (Fin 3) ℂ) (T : Tensor) :
    act m A (act n B T) = act n B (act m A T) := by
  funext a b c
  fin_cases m <;> fin_cases n <;> simp [act, Fin.sum_univ_three] at hmn ⊢ <;> ring

set_option maxHeartbeats 400000 in
/-- The square of each single spin is `s(s+1) = 2`. -/
theorem spin_sq (n : Fin 3) (T : Tensor) :
    ∑ k, act n (S k) (act n (S k) T) = (2 : ℂ) • T := by
  have hI (z : ℂ) : I * (I * z) = -z := by rw [← mul_assoc, I_mul_I]; ring
  funext a b c
  fin_cases n
  · fin_cases a <;> simp [act, S, eps, levi, Fin.sum_univ_three, hI] <;> ring
  · fin_cases b <;> simp [act, S, eps, levi, Fin.sum_univ_three, hI] <;> ring
  · fin_cases c <;> simp [act, S, eps, levi, Fin.sum_univ_three, hI] <;> ring

/-- In a state annihilated by all components of the total spin, `S_m · S_n` equals `-1`
for any two different spins. -/
theorem spinDot_of_singlet {T : Tensor} (h : ∀ k, totalSpin k T = 0) {m n : Fin 3}
    (hmn : m ≠ n) : spinDot m n T = -T := by
  -- call the remaining spin `p`
  have third : ∀ m n : Fin 3, m ≠ n →
      ∃ p, m ≠ p ∧ n ≠ p ∧ (Finset.univ : Finset (Fin 3)) = {m, n, p} := by decide
  obtain ⟨p, hmp, hnp, hu⟩ := third m n hmn
  have hk (k : Fin 3) : act p (S k) T = -(act m (S k) T + act n (S k) T) := by
    have e := h k
    rw [totalSpin, hu, Finset.sum_insert (by simp [hmn, hmp]),
      Finset.sum_insert (by simp [hnp]), Finset.sum_singleton, ← add_assoc] at e
    exact eq_neg_of_add_eq_zero_right e
  -- square the relation `S_p = -(S_m + S_n)`
  have step (k : Fin 3) : act p (S k) (act p (S k) T) =
      act m (S k) (act m (S k) T) + act n (S k) (act n (S k) T)
        + (2 : ℂ) • act m (S k) (act n (S k) T) := by
    calc act p (S k) (act p (S k) T)
        = act p (S k) (-(act m (S k) T + act n (S k) T)) := congrArg _ (hk k)
      _ = -(act m (S k) (act p (S k) T) + act n (S k) (act p (S k) T)) := by
          rw [map_neg, map_add, act_comm hmp.symm, act_comm hnp.symm]
      _ = _ := by
          rw [hk k, map_neg, map_neg, map_add, map_add, act_comm hmn.symm]
          module
  have total := Finset.sum_congr (rfl : (Finset.univ : Finset (Fin 3)) = Finset.univ)
    fun k _ => step k
  rw [Finset.sum_add_distrib, Finset.sum_add_distrib, ← Finset.smul_sum,
    spin_sq, spin_sq, spin_sq] at total
  unfold spinDot
  linear_combination (norm := module) (-(1 / 2) : ℂ) • total

/-- On a two-index tensor, the scalar product of two spins 1 exchanges the indices and subtracts
the trace on the diagonal. -/
theorem spin_exchange (M : Fin 3 → Fin 3 → ℂ) (a b : Fin 3) :
    ∑ k, ∑ x, S k a x * ∑ y, S k b y * M x y =
      M b a - (if a = b then ∑ x, M x x else 0) := by
  -- the contraction of two Levi-Civita symbols
  have h : ∀ a b x y : Fin 3, ∑ k, levi k a x * levi k b y =
      (if a = b ∧ x = y then (1 : ℤ) else 0) - (if a = y ∧ x = b then (1 : ℤ) else 0) := by
    decide +kernel
  have hS (x y : Fin 3) : ∑ k, S k a x * S k b y =
      -((if a = b ∧ x = y then (1 : ℂ) else 0) - (if a = y ∧ x = b then (1 : ℂ) else 0)) := by
    have e : ∑ k, eps k a x * eps k b y =
        (if a = b ∧ x = y then (1 : ℂ) else 0) - (if a = y ∧ x = b then (1 : ℂ) else 0) := by
      simpa only [eps, Int.cast_sum, Int.cast_mul, Int.cast_sub, Int.cast_ite, Int.cast_one,
        Int.cast_zero] using congrArg (Int.cast : ℤ → ℂ) (h a b x y)
    rw [← e, ← Finset.sum_neg_distrib]
    refine Finset.sum_congr rfl fun k _ => ?_
    simp only [S, Matrix.of_apply]
    linear_combination (eps k a x * eps k b y) * I_sq
  calc ∑ k, ∑ x, S k a x * ∑ y, S k b y * M x y
      = ∑ x, ∑ y, (∑ k, S k a x * S k b y) * M x y := by
        simp only [Fin.sum_univ_three]
        ring
    _ = _ := by
        simp only [hS]
        clear hS h
        fin_cases a <;> fin_cases b <;> simp [Fin.sum_univ_three] <;> ring

/-- If the scalar product of two spins 1 acts as `-1` on a two-index tensor, the tensor is
antisymmetric. -/
theorem antisymm_of_exchange {M : Fin 3 → Fin 3 → ℂ}
    (hM : ∀ a b, ∑ k, ∑ x, S k a x * ∑ y, S k b y * M x y = -M a b) (a b : Fin 3) :
    M b a = -M a b := by
  have h (a b : Fin 3) := (spin_exchange M a b).symm.trans (hM a b)
  -- summing the diagonal equations shows that the trace vanishes
  have ht : ∑ x, M x x = 0 := by
    have h0 := h 0 0
    have h1 := h 1 1
    have h2 := h 2 2
    rw [if_pos rfl, Fin.sum_univ_three] at h0 h1 h2
    rw [Fin.sum_univ_three]
    linear_combination -h0 - h1 - h2
  have e := h a b
  rw [ht, ite_self, sub_zero] at e
  exact e

/-- If `S_0 · S_1` and `S_1 · S_2` both equal `-1` on a state, the state is a multiple of the
Levi-Civita tensor. -/
theorem eq_smul_eps_of_pairs {T : Tensor} (h01 : spinDot 0 1 T = -T)
    (h12 : spinDot 1 2 T = -T) : T = T 0 1 2 • eps := by
  have s1 (a b c : Fin 3) : T b a c = -T a b c :=
    antisymm_of_exchange (M := fun a b => T a b c) (fun a b => by
      have e := congrFun (congrFun (congrFun h01 a) b) c
      simp only [spinDot, Finset.sum_apply] at e
      exact e) a b
  have s2 (a b c : Fin 3) : T a c b = -T a b c :=
    antisymm_of_exchange (M := fun b c => T a b c) (fun b c => by
      have e := congrFun (congrFun (congrFun h12 a) b) c
      simp only [spinDot, Finset.sum_apply] at e
      exact e) b c
  -- components with a repeated index vanish
  have z1 (a c : Fin 3) : T a a c = 0 := by linear_combination (1 / 2) * s1 a a c
  have z2 (a c : Fin 3) : T a c c = 0 := by linear_combination (1 / 2) * s2 a c c
  have z3 (a b : Fin 3) : T a b a = 0 := by rw [s2 a a b, z1, neg_zero]
  -- the other components are fixed by `T 0 1 2`
  have p1 : T 0 2 1 = -T 0 1 2 := s2 0 1 2
  have p2 : T 1 0 2 = -T 0 1 2 := s1 0 1 2
  have p3 : T 1 2 0 = T 0 1 2 := by rw [s2 1 0 2, p2, neg_neg]
  have p4 : T 2 0 1 = T 0 1 2 := by rw [s1 0 2 1, p1, neg_neg]
  have p5 : T 2 1 0 = -T 0 1 2 := by rw [s1 1 2 0, p3]
  funext a b c
  fin_cases a <;> fin_cases b <;> fin_cases c <;>
    simp [eps, levi, z1, z2, z3, p1, p2, p3, p4, p5]
/-- Every component of the total spin annihilates every multiple of the Levi-Civita tensor. -/
theorem totalSpin_smul_eps (k : Fin 3) (r : ℂ) : totalSpin k (r • eps) = 0 := by
  -- rotation invariance of the Levi-Civita symbol, an identity between integers
  have j : ∀ k a b c : Fin 3, (∑ x, levi k a x * levi x b c) +
      (∑ x, levi k b x * levi a x c) + (∑ x, levi k c x * levi a b x) = 0 := by
    decide +kernel
  have h : ∑ n, act n (S k) eps = 0 := by
    funext a b c
    have e : (∑ x, eps k a x * eps x b c) + (∑ x, eps k b x * eps a x c) +
        (∑ x, eps k c x * eps a b x) = 0 := by
      simpa only [eps, Int.cast_add, Int.cast_sum, Int.cast_mul, Int.cast_zero] using
        congrArg (Int.cast : ℤ → ℂ) (j k a b c)
    rw [Fin.sum_univ_three]
    change (∑ x, S k a x * eps x b c) + (∑ x, S k b x * eps a x c) +
      (∑ x, S k c x * eps a b x) = 0
    simp only [S, Matrix.of_apply, Fin.sum_univ_three] at e ⊢
    linear_combination -I * e
  simp only [totalSpin, map_smul, ← Finset.smul_sum, h, smul_zero]

/-- A state of three spins 1 is annihilated by all components of the total spin if and only if
it is a multiple of the Levi-Civita tensor, and on these multiples `S_m · S_n` equals `-1` for
any two different spins. -/
theorem singlet_iff_eps :
    (∀ T : Tensor, (∀ k, totalSpin k T = 0) ↔ ∃ r : ℂ, T = r • eps) ∧
    ∀ (r : ℂ) (m n : Fin 3), m ≠ n → spinDot m n (r • eps) = -(r • eps) := by
  refine ⟨fun T => ⟨fun h => ⟨T 0 1 2, ?_⟩, ?_⟩, fun r m n hmn => ?_⟩
  · exact eq_smul_eps_of_pairs (spinDot_of_singlet h (by decide))
      (spinDot_of_singlet h (by decide))
  · rintro ⟨r, rfl⟩ k
    exact totalSpin_smul_eps k r
  · exact spinDot_of_singlet (fun k => totalSpin_smul_eps k r) hmn

/-- All components of the total spin annihilate a state of three spins 1 if and only if `S_0 · S_1`
and `S_1 · S_2` both equal `-1` on it. -/
theorem singlet_iff_pairs (T : Tensor) :
    (∀ k, totalSpin k T = 0) ↔ spinDot 0 1 T = -T ∧ spinDot 1 2 T = -T := by
  constructor
  · intro h
    exact ⟨spinDot_of_singlet h (by decide), spinDot_of_singlet h (by decide)⟩
  · rintro ⟨h01, h12⟩
    exact (singlet_iff_eps.1 T).2 ⟨T 0 1 2, eq_smul_eps_of_pairs h01 h12⟩

end

end ThreeSpinOneSinglet
```

```lean
#print axioms ThreeSpinOneSinglet.singlet_iff_eps
#print axioms ThreeSpinOneSinglet.singlet_iff_pairs
```

```
'ThreeSpinOneSinglet.singlet_iff_eps' depends on axioms: [propext, Classical.choice, Quot.sound]
'ThreeSpinOneSinglet.singlet_iff_pairs' depends on axioms: [propext, Classical.choice, Quot.sound]
```

## From the hand derivation to the lemmas

`act_comm` and `spin_sq` supply the two facts about site operators. Both are proved by running through the cases with `fin_cases`, writing out the sums and closing with `ring`. In `spin_sq` the auxiliary `hI` replaces \(i\cdot i\) by \(-1\).

`spinDot_of_singlet` is the squaring argument. It first finds the remaining site `p`, so that one proof serves every pair. Then `hk` expresses the third spin by the other two, and the `calc` block in `step` applies it twice with `act_comm` in between. After summation over the components, `total` is the equation \(2T=2T+2T+2\,\mathbf S^{(m)}\!\cdot\mathbf S^{(n)}T\), and the last line solves it for the scalar product.

`spin_exchange` is the exchange formula. Its contraction identity `h` is stated for the integer table, where `decide +kernel` can check every choice of indices. The result is then cast to the complex numbers, and `I_sq` provides the minus sign. `antisymm_of_exchange` adds the three diagonal equations to remove the trace, and reads off the antisymmetry.

`eq_smul_eps_of_pairs` applies this lemma twice, with the third index fixed for `s1` and the first index fixed for `s2`. The facts `z1` to `z3` are the vanishing components, and `p1` to `p5` are the five relations to `T 0 1 2`. A final case split compares all 27 components with those of \(T_{012}\,\epsilon\).

`totalSpin_smul_eps` proves over the integers that the three contractions add to zero, again by `decide +kernel`, and multiplies this identity, cast to the complex numbers, by \(-i\). Linearity of `act` brings in the factor \(r\).

The two final theorems only combine these results. In `singlet_iff_eps`, the forward direction goes from the singlet condition to the pair values and from there to the multiple of \(\epsilon\), with `T 0 1 2` as the coefficient. In `singlet_iff_pairs`, the backward direction finds the multiple first and then uses the equivalence already proved.
